# Nonuniform scaling multiplies each axis's share of the von Weizsäcker energy by its squared factor

Let $n>0$ be a differentiable density on $\mathbb R^3$ for which the three integrals $T_i=\int(\partial_i n)^2/(8n)$, $i=x,y,z$, are finite. For $\lambda>0$, the density $m(x,y,z)=\lambda\,n(\lambda x,y,z)$ has, in atomic units, the von Weizsäcker energy

$$T_W[m]=\lambda^2T_x+T_y+T_z .$$

The Ou-Yang–Levy inequality bounds the non-interacting kinetic energy of $m$ from above by the axis contributions of the orbitals of $n$, weighted in this way. For one electron in a real differentiable orbital, the energy equals that bound, as proved below; the inequality for many electrons is not proved here. The law can therefore test approximate functionals for the non-interacting kinetic energy on one-electron densities.

## Densities, orbitals and energies

```lean
import Mathlib

open MeasureTheory

namespace NonuniformScaling

noncomputable section

variable {ι : Type*} [Fintype ι] [DecidableEq ι] {s : ι → ℝ}
```

The finite type `ι` labels the axes, so a point $r$ is a function `ι → ℝ`, and `s` gives each axis a factor $s_i$.

```lean
/-- The partial derivative of `f` along the axis `i`. -/
def partialD (i : ι) (f : (ι → ℝ) → ℝ) (r : ι → ℝ) : ℝ :=
  fderiv ℝ f r (Pi.single i 1)
```

This is $\partial_i f(r)$: the derivative of $f$ at $r$, applied to the unit vector $e_i$, written `Pi.single i 1`.

```lean
/-- The linear map that multiplies each coordinate `r i` by its own factor `s i`. -/
def stretch (s : ι → ℝ) : (ι → ℝ) →L[ℝ] (ι → ℝ) :=
  LinearMap.toContinuousLinearMap (Matrix.toLin' (Matrix.diagonal s))
```

The stretch is the diagonal matrix $S=\mathrm{diag}(s_i)$, taken as a continuous linear map.

```lean
/-- The nonuniformly scaled density `(∏ s i) n(s r)`. -/
def scaleDensity (s : ι → ℝ) (n : (ι → ℝ) → ℝ) (r : ι → ℝ) : ℝ :=
  (∏ i, s i) * n (stretch s r)
```

With $P=\prod_i s_i$, the scaled density is $n_s(r)=P\,n(Sr)$. For positive factors, $P$ preserves the electron number.

```lean
/-- The nonuniformly scaled orbital `√(∏ s i) φ(s r)`. -/
def scaleOrbital (s : ι → ℝ) (φ : (ι → ℝ) → ℝ) (r : ι → ℝ) : ℝ :=
  √(∏ i, s i) * φ (stretch s r)
```

The matching orbital is $\varphi_s(r)=\sqrt P\,\varphi(Sr)$.

```lean
/-- The kinetic energy density `(∂ᵢφ)²/2` of a real orbital along the axis `i`. -/
def kinDensity (i : ι) (φ : (ι → ℝ) → ℝ) (r : ι → ℝ) : ℝ :=
  (partialD i φ r) ^ 2 / 2
```

In atomic units, a real orbital has kinetic energy density $t_i[\varphi]=(\partial_i\varphi)^2/2$ along axis $i$.

```lean
/-- The Weizsäcker energy density `(∂ᵢn)²/(8n)` along the axis `i`, for `n > 0`. -/
def weizDensity (i : ι) (n : (ι → ℝ) → ℝ) (r : ι → ℝ) : ℝ :=
  (partialD i n r) ^ 2 / (8 * n r)
```

The corresponding density expression is $w_i[n]=(\partial_i n)^2/(8n)$, and $T_i=\int w_i[n]$.

```lean
/-- The von Weizsäcker energy: the kinetic energy of the orbital `√n`, for `n > 0`. -/
def weizsacker (n : (ι → ℝ) → ℝ) : ℝ :=
  ∫ r, ∑ i, kinDensity i (fun q => √(n q)) r
```

$T_W[n]$ is defined as the kinetic energy of the orbital $\sqrt n$. The familiar gradient formula is derived further down.

## Stretching coordinates and orbitals

```lean
/-- The stretch multiplies the coordinate `r i` by `s i`. -/
lemma stretch_apply (s r : ι → ℝ) (i : ι) : stretch s r i = s i * r i := by
  simp [stretch, Matrix.toLin'_apply, Matrix.mulVec_diagonal]
```

In coordinates, $(Sr)_i=s_ir_i$.

```lean
/-- Change of variables: for positive factors, stretching the coordinates and multiplying by
`∏ s i` preserves integrals and integrability. -/
theorem stretch_integral (hs : ∀ i, 0 < s i) (g : (ι → ℝ) → ℝ) :
    (∫ r, (∏ i, s i) * g (stretch s r) = ∫ r, g r) ∧
    (Integrable g ↔ Integrable (fun r => (∏ i, s i) * g (stretch s r))) := by
  have hp : 0 < ∏ i, s i := Finset.prod_pos fun i _ => hs i
  have hdet : (stretch s).det = ∏ i, s i := by
    rw [stretch, LinearMap.det_toContinuousLinearMap, LinearMap.det_toLin', Matrix.det_diagonal]
  have hinj : Function.Injective (stretch s) := by
    intro x y h
    funext i
    have hi := congrFun h i
    rw [stretch_apply, stretch_apply] at hi
    exact mul_left_cancel₀ (hs i).ne' hi
  have hsurj : Function.Surjective (stretch s) := by
    intro y
    refine ⟨fun i => y i / s i, ?_⟩
    funext i
    have hi := (hs i).ne'
    rw [stretch_apply]
    field_simp
  have h1 := integral_image_eq_integral_abs_det_fderiv_smul volume MeasurableSet.univ
    (fun x _ => (stretch s).hasFDerivAt.hasFDerivWithinAt) hinj.injOn g
  have h2 := integrableOn_image_iff_integrableOn_abs_det_fderiv_smul volume MeasurableSet.univ
    (fun x _ => (stretch s).hasFDerivAt.hasFDerivWithinAt) hinj.injOn g
  simp only [Set.image_univ, hsurj.range_eq, Measure.restrict_univ, integrableOn_univ, hdet,
    abs_of_pos hp, smul_eq_mul] at h1 h2
  exact ⟨h1.symm, h2⟩
```

By hand, substitute $u=Sr$, so that $du=P\,dr$ and

$$\int P\,g(Sr)\,dr=\int g(u)\,du .$$

The proof computes $\det S=P$ and shows that $S$ is injective and surjective, so it maps the whole space onto itself. Mathlib's change-of-variables theorems then give the equality (`h1`) and the equivalence of integrability (`h2`).

```lean
/-- Chain rule: for positive factors, scaling a differentiable orbital multiplies its kinetic
energy density along the axis `i` by `s i ^ 2`, besides the Jacobian and the stretch. -/
theorem kinDensity_scale (hs : ∀ i, 0 < s i) {φ : (ι → ℝ) → ℝ} (hφ : Differentiable ℝ φ)
    (i : ι) : kinDensity i (scaleOrbital s φ) =
      fun r => (∏ j, s j) * (s i ^ 2 * kinDensity i φ (stretch s r)) := by
  funext r
  have h : HasFDerivAt (scaleOrbital s φ)
      (√(∏ j, s j) • (fderiv ℝ φ (stretch s r)).comp (stretch s)) r :=
    ((hφ (stretch s r)).hasFDerivAt.comp r (stretch s).hasFDerivAt).const_mul _
  have he : stretch s (Pi.single i 1) = s i • (Pi.single i 1 : ι → ℝ) := by
    funext j
    by_cases hj : j = i
    · subst hj
      simp [stretch_apply]
    · simp [stretch_apply, hj]
  have hd : partialD i (scaleOrbital s φ) r =
      √(∏ j, s j) * (s i * partialD i φ (stretch s r)) := by
    unfold partialD
    rw [h.fderiv]
    change √(∏ j, s j) * fderiv ℝ φ (stretch s r) (stretch s (Pi.single i 1)) = _
    rw [he, map_smul, smul_eq_mul]
  have hP := Real.sq_sqrt (Finset.prod_nonneg fun j _ => (hs j).le : 0 ≤ ∏ j, s j)
  unfold kinDensity
  rw [hd]
  linear_combination (s i ^ 2 * partialD i φ (stretch s r) ^ 2 / 2) * hP
```

The chain rule gives $\partial_i\varphi_s(r)=\sqrt P\,s_i\,(\partial_i\varphi)(Sr)$. Squaring and halving,

$$t_i[\varphi_s](r)=P\,s_i^2\,t_i[\varphi](Sr).$$

In Lean, `he` is $Se_i=s_ie_i$, `hd` is the derivative, and `linear_combination` finishes with $(\sqrt P)^2=P$.

```lean
/-- For positive factors, scaling a differentiable orbital multiplies its kinetic energy along
the axis `i` by `s i ^ 2`. -/
theorem kinetic_scale (hs : ∀ i, 0 < s i) {φ : (ι → ℝ) → ℝ} (hφ : Differentiable ℝ φ) (i : ι) :
    ∫ r, kinDensity i (scaleOrbital s φ) r = s i ^ 2 * ∫ r, kinDensity i φ r := by
  rw [kinDensity_scale hs hφ i]
  exact (stretch_integral hs (fun q => s i ^ 2 * kinDensity i φ q)).1.trans
    (integral_const_mul _ _)
```

Integrating and changing variables gives $\int t_i[\varphi_s]=s_i^2\int t_i[\varphi]$.

## From the orbital to the density

```lean
/-- A differentiable real orbital with `φ² = n > 0` has the Weizsäcker energy density of `n`. -/
theorem kinDensity_eq_weizDensity {n φ : (ι → ℝ) → ℝ} (hφ : Differentiable ℝ φ)
    (hn : ∀ r, 0 < n r) (h : ∀ r, φ r ^ 2 = n r) (i : ι) :
    kinDensity i φ = weizDensity i n := by
  funext r
  have hnφ : n = φ * φ := by
    funext q
    rw [Pi.mul_apply, ← h q, sq]
  have hd : partialD i n r = 2 * φ r * partialD i φ r := by
    unfold partialD
    rw [hnφ, ((hφ r).hasFDerivAt.mul (hφ r).hasFDerivAt).fderiv]
    change φ r * fderiv ℝ φ r (Pi.single i 1) + φ r * fderiv ℝ φ r (Pi.single i 1) = _
    ring
  have h8 : 8 * n r ≠ 0 := mul_ne_zero (by norm_num) (hn r).ne'
  unfold kinDensity weizDensity
  rw [hd, div_eq_div_iff two_ne_zero h8, ← h r]
  ring
```

If $\varphi^2=n$, then $\partial_i n=2\varphi\,\partial_i\varphi$, which is `hd`. Hence

$$\frac{(\partial_i n)^2}{8n}=\frac{4\varphi^2(\partial_i\varphi)^2}{8\varphi^2}=\frac{(\partial_i\varphi)^2}{2}.$$

Positivity of $n$ permits the cancellation.

```lean
/-- For a positive differentiable density the von Weizsäcker energy is `∫ |∇n|²/(8n)`. -/
theorem weizsacker_eq {n : (ι → ℝ) → ℝ} (hn : ∀ r, 0 < n r) (hd : Differentiable ℝ n) :
    weizsacker n = ∫ r, (∑ i, partialD i n r ^ 2) / (8 * n r) := by
  unfold weizsacker
  simp only [kinDensity_eq_weizDensity (hd.sqrt fun r => (hn r).ne') hn
    (fun r => Real.sq_sqrt (hn r).le), weizDensity, Finset.sum_div]
```

For $n>0$ the root $\sqrt n$ is differentiable. Applying the previous identity to it and summing over axes gives $T_W[n]=\int|\nabla n|^2/(8n)$.

```lean
/-- Scaling law: for positive factors and a positive differentiable density with integrable
`(∂ᵢn)²/(8n)`, the von Weizsäcker energy of the scaled density is `∑ s i ^ 2 ∫ (∂ᵢn)²/(8n)`. -/
theorem weizsacker_scale (hs : ∀ i, 0 < s i) {n : (ι → ℝ) → ℝ} (hn : ∀ r, 0 < n r)
    (hd : Differentiable ℝ n) (hint : ∀ i, Integrable (weizDensity i n)) :
    weizsacker (scaleDensity s n) = ∑ i, s i ^ 2 * ∫ r, weizDensity i n r := by
  have hq : Differentiable ℝ (fun r => √(n r)) := hd.sqrt fun r => (hn r).ne'
  have hk := kinDensity_eq_weizDensity hq hn (fun r => Real.sq_sqrt (hn r).le)
  -- the square root of the scaled density is the scaled orbital
  have hroot : (fun r => √(scaleDensity s n r)) = scaleOrbital s (fun r => √(n r)) := by
    funext r
    exact Real.sqrt_mul (Finset.prod_nonneg fun j _ => (hs j).le) _
  unfold weizsacker
  rw [hroot, integral_finsetSum]
  · exact Finset.sum_congr rfl fun i _ => by rw [kinetic_scale hs hq i, hk i]
  · intro i _
    rw [kinDensity_scale hs hq i, hk i]
    exact (stretch_integral hs (fun q => s i ^ 2 * weizDensity i n q)).2.1
      ((hint i).const_mul _)
```

This is the scaling law in any finite dimension. Since $\sqrt{n_s(r)}=\sqrt P\sqrt{n(Sr)}$, the root of the scaled density is the scaled root (`hroot`). Therefore

$$T_W[n_s]=\int\sum_i t_i[(\sqrt n)_s]=\sum_i s_i^2\int t_i[\sqrt n]=\sum_i s_i^2T_i .$$

The integrability hypothesis lets the sum leave the integral.

## One electron reaches the bound

```lean
/-- For positive factors and a positive differentiable density `n`, every differentiable real
orbital whose square is the scaled density has kinetic energy `∑ s i ^ 2 ∫ (∂ᵢn)²/(8n)`, summed over
the axes. -/
theorem one_electron_saturation (hs : ∀ i, 0 < s i) {n φ : (ι → ℝ) → ℝ} (hn : ∀ r, 0 < n r)
    (hd : Differentiable ℝ n) (hφ : Differentiable ℝ φ)
    (h : ∀ r, φ r ^ 2 = scaleDensity s n r) :
    ∑ i, ∫ r, kinDensity i φ r = ∑ i, s i ^ 2 * ∫ r, weizDensity i n r := by
  have hq : Differentiable ℝ (fun r => √(n r)) := hd.sqrt fun r => (hn r).ne'
  have hm : ∀ r, 0 < scaleDensity s n r := fun r =>
    mul_pos (Finset.prod_pos fun i _ => hs i) (hn _)
  have hsc : Differentiable ℝ (scaleOrbital s (fun r => √(n r))) :=
    (hq.comp (stretch s).differentiable).const_mul _
  have hsq : ∀ r, scaleOrbital s (fun r => √(n r)) r ^ 2 = scaleDensity s n r := by
    intro r
    unfold scaleOrbital scaleDensity
    rw [mul_pow, Real.sq_sqrt (Finset.prod_nonneg fun j _ => (hs j).le),
      Real.sq_sqrt (hn _).le]
  -- any such orbital has the same energy density as the scaled square root of `n`
  refine Finset.sum_congr rfl fun i _ => ?_
  rw [kinDensity_eq_weizDensity hφ hm h i, ← kinDensity_eq_weizDensity hsc hm hsq i,
    kinetic_scale hs hq i,
    kinDensity_eq_weizDensity hq hn (fun r => Real.sq_sqrt (hn r).le) i]
```

Let $\varphi$ be any differentiable real orbital with $\varphi^2=n_s$. Both $\varphi$ and $(\sqrt n)_s$ have the positive density $n_s$, so both have energy density $w_i[n_s]$ along each axis. Their energies agree, and the second is $\sum_i s_i^2T_i$. Every such orbital thus has the energy that the bound allows, and minimising over them changes nothing.

For one electron, take $\int n=1$; the theorem itself does not need it. Nor does it assume integrability, but Lean gives a divergent integral the value 0, so the physical reading requires finite $T_i$. Differentiability everywhere leaves out the hydrogen 1s orbital, which has a cusp at the nucleus; the law holds for it too, but this proof does not cover it.

## Scaling one axis in three dimensions

```lean
/-- In three dimensions, for `l > 0` and a positive differentiable density with integrable
`(∂ᵢn)²/(8n)`, the density `l n(l x, y, z)` has von Weizsäcker energy `l² Tx + Ty + Tz`, where `Tx`,
`Ty`, `Tz` are the integrals of `(∂ᵢn)²/(8n)` for `i = 0, 1, 2`. -/
theorem weizsacker_scale_x {l : ℝ} (hl : 0 < l) {n : (Fin 3 → ℝ) → ℝ} (hn : ∀ r, 0 < n r)
    (hd : Differentiable ℝ n) (hint : ∀ i, Integrable (weizDensity i n)) :
    weizsacker (fun r : Fin 3 → ℝ => l * n ![l * r 0, r 1, r 2]) =
      l ^ 2 * (∫ r, weizDensity 0 n r) + (∫ r, weizDensity 1 n r) + ∫ r, weizDensity 2 n r := by
  have hs : ∀ i, 0 < (![l, 1, 1] : Fin 3 → ℝ) i := by
    intro i
    fin_cases i <;> simp [hl]
  have heq : scaleDensity ![l, 1, 1] n =
      fun r : Fin 3 → ℝ => l * n ![l * r 0, r 1, r 2] := by
    funext r
    have hr : stretch ![l, 1, 1] r = ![l * r 0, r 1, r 2] := by
      funext i
      fin_cases i <;> simp [stretch_apply]
    simp [scaleDensity, hr, Fin.prod_univ_three]
  rw [← heq, weizsacker_scale hs hn hd hint, Fin.sum_univ_three]
  simp

end

end NonuniformScaling
```

Here `l` is $\lambda$, the axes $x,y,z$ are numbered 0, 1, 2, and the factors are $(\lambda,1,1)$. The proof identifies $m$ with the scaled density (`heq`) and writes out the general sum.

For the Gaussian $n=\pi^{-3/2}e^{-|r|^2}$, each $T_i=1/4$, so $T_W[m]=(\lambda^2+2)/4$. As $\lambda\to0^+$ the density spreads out along $x$ and the energy tends to $1/2$, the part from the other two axes. At $\lambda=0$, however, $m$ vanishes identically and its energy is 0, not $1/2$. The hypothesis $\lambda>0$ therefore cannot be weakened to $\lambda\ge0$.

```lean
#print axioms NonuniformScaling.weizsacker_eq
-- 'NonuniformScaling.weizsacker_eq' depends on axioms: [propext, Classical.choice, Quot.sound]
#print axioms NonuniformScaling.weizsacker_scale
-- 'NonuniformScaling.weizsacker_scale' depends on axioms: [propext, Classical.choice, Quot.sound]
#print axioms NonuniformScaling.one_electron_saturation
-- 'NonuniformScaling.one_electron_saturation' depends on axioms: [propext, Classical.choice, Quot.sound]
#print axioms NonuniformScaling.weizsacker_scale_x
-- 'NonuniformScaling.weizsacker_scale_x' depends on axioms: [propext, Classical.choice, Quot.sound]
```
